# Sample size for exponential averages of independent Gaussian energy gaps

Correcting a free energy from molecular mechanics (MM) to the QM/MM level by reweighting requires an average over the energy gaps between the two levels, and here the $N\ge 1$ sampled gaps $X_0,\dots,X_{N-1}$ are modelled as independent Gaussian random variables with mean $m$ and variance $\sigma^2$. The Gaussian form is plausible near the mean when a gap sums many weakly correlated contributions from the environment, but the exponential averages below also depend on the lower tail of the distribution. Independence stands for snapshots taken far apart compared with the correlation time. Both are assumed.

Write $U_0$ for the MM energy, $U_1$ for the QM/MM energy of the same configuration, and $\beta=1/k_BT$. With $X=U_1-U_0$ sampled in the MM ensemble,

$$\frac{\int e^{-\beta U_1}}{\int e^{-\beta U_0}}=\left\langle e^{-\beta X}\right\rangle_0 ,$$

so $-\ln\langle e^{-\beta X}\rangle_0/\beta$ is the free energy difference. This identity links the model to the real system; the Lean development starts from the random variables $X_i$ and contains no configurations or ensembles.

## From Gaussian moments to the number of samples

For real $s$ and $\sigma\neq0$, completing the square gives

$$sx-\frac{(x-m)^2}{2\sigma^2}=ms+\frac{\sigma^2s^2}{2}-\frac{(x-m-\sigma^2s)^2}{2\sigma^2},$$

and integrating over $x$ yields $E[e^{sX_i}]=e^{ms+\sigma^2s^2/2}$. For $\sigma=0$ this holds because $X_i=m$ almost surely.

Let $w_i=e^{-\beta X_i}$ and $F=m-\beta\sigma^2/2$. Taking $s=-\beta$ and $s=-2\beta$,

$$E[w_i]=e^{-\beta m+\beta^2\sigma^2/2}=e^{-\beta F},\qquad E[w_i^2]=e^{-2\beta m+2\beta^2\sigma^2}=e^{-2\beta F}e^{\beta^2\sigma^2}.$$

For $\beta>0$ the first equation says $-\ln E[w_i]/\beta=F$. Subtracting the squared mean from the second moment gives

$$\mathrm{Var}(w_i)=e^{-2\beta F}\left(e^{\beta^2\sigma^2}-1\right).$$

The exponential average $A=\frac1N\sum_{i=0}^{N-1}w_i$ has mean $e^{-\beta F}$. By independence the variances add, so $\mathrm{Var}(A)=N\,\mathrm{Var}(w_i)/N^2$ and

$$\frac{\mathrm{Var}(A)}{E[A]^2}=\frac{e^{\beta^2\sigma^2}-1}{N}.$$

For $\delta>0$, this is at most $\delta^2$ exactly when $N\ge(e^{\beta^2\sigma^2}-1)/\delta^2$.

The estimated free energy difference is $\hat F=-\ln A/\beta$, so $A=e^{-\beta\hat F}$. Let $t>0$.

- If $\hat F\ge F+t$, then $A\le e^{-\beta F}e^{-\beta t}$, and $A$ lies below its mean by at least $e^{-\beta F}(1-e^{-\beta t})$.
- If $\hat F\le F-t$, then $A$ lies above its mean by at least $e^{-\beta F}(e^{\beta t}-1)$. This is no smaller than $e^{-\beta F}(1-e^{-\beta t})$, because $e^{\beta t}+e^{-\beta t}\ge2$.

Chebyshev's inequality then gives

$$P\left(|\hat F-F|\ge t\right)\le\frac{\mathrm{Var}(A)}{E[A]^2(1-e^{-\beta t})^2}=\frac{e^{\beta^2\sigma^2}-1}{N(1-e^{-\beta t})^2}.$$

## Reweighting an MM trajectory

In a calculation, one runs an MM trajectory, selects $N$ well-separated snapshots, computes a QM/MM single-point energy for each, and subtracts the MM energy. The gaps enter $A$, usually after subtracting a common constant that is added back to $\hat F$, so that the exponentials stay in range. For independent Gaussian gaps, if the relative standard deviation of $A$ is to be at most $\delta=0.1$, a spread $\sigma=k_BT$ requires 172 single points, $\sigma=2k_BT$ requires 5360, and $\sigma=3k_BT$ about 810,000.

## Gaps, average and estimate in Lean

```lean
import Mathlib

open MeasureTheory ProbabilityTheory Real

namespace QMMMFreeEnergySampling

noncomputable section

variable {Ω : Type*} [MeasurableSpace Ω] {N : ℕ}
```

A point of `Ω` is one outcome of the whole sampling experiment, and `Fin N` numbers the gaps from $0$ to $N-1$.

```lean
/-- The energy gaps `X i` between the two levels of description are independent
Gaussian random variables with mean `m` and variance `σ ^ 2`. -/
structure GaussianGaps (P : Measure Ω) (X : Fin N → Ω → ℝ) (m σ : ℝ) : Prop where
  law : ∀ i, P.map (X i) = gaussianReal m (σ ^ 2).toNNReal
  indep : iIndepFun X P
```

The field `law` says that each gap has the Gaussian distribution. Its second argument is the variance, converted to a nonnegative real number; `σ` itself may be any real number, and only its square matters. The field `indep` is joint independence.

```lean
/-- The exponential average of `N ≥ 1` sampled energy gaps at inverse temperature `β`. -/
def expAverage (β : ℝ) (X : Fin N → Ω → ℝ) (ω : Ω) : ℝ :=
  (N : ℝ)⁻¹ * ∑ i, exp (-β * X i ω)

/-- The free energy difference estimated from `N ≥ 1` sampled gaps, for `β ≠ 0`. -/
def freeEnergyEstimate (β : ℝ) (X : Fin N → Ω → ℝ) (ω : Ω) : ℝ :=
  -log (expAverage β X ω) / β
```

These are $A$ and $\hat F$ as functions of the outcome `ω`.

```lean
/-- The variance of a square-integrable random variable divided by its squared mean, for nonzero
mean. -/
def relVariance (P : Measure Ω) (Y : Ω → ℝ) : ℝ :=
  variance Y P / (∫ ω, Y ω ∂P) ^ 2
```

The relative variance is the square of the relative standard deviation.

## Moments of one Boltzmann weight

```lean
variable {P : Measure Ω} {X : Fin N → Ω → ℝ} {m σ : ℝ}

/-- The exponential moments of a single Gaussian energy gap. -/
theorem GaussianGaps.integral_exp (h : GaussianGaps P X m σ) (t : ℝ) (i : Fin N) :
    ∫ ω, exp (t * X i ω) ∂P = exp (m * t + σ ^ 2 * t ^ 2 / 2) := by
  have hm := mgf_gaussianReal (h.law i) t
  rw [Real.coe_toNNReal _ (sq_nonneg σ)] at hm
  exact hm
```

This is the moment formula, taken from Mathlib's Gaussian moment generating function. Here `t` is the exponent called $s$ above; in the final error bound the same letter is a free energy error.

```lean
/-- The Boltzmann weight of a Gaussian energy gap is square integrable. -/
theorem GaussianGaps.memLp_weight (h : GaussianGaps P X m σ) (β : ℝ) (i : Fin N) :
    MemLp (fun ω => exp (-β * X i ω)) 2 P := by
  have hX : AEMeasurable (X i) P := by
    by_contra hn
    have h0 := h.law i
    rw [Measure.map_of_not_aemeasurable hn] at h0
    exact IsProbabilityMeasure.ne_zero (gaussianReal m (σ ^ 2).toNNReal) h0.symm
  have hW : AEMeasurable (fun ω => exp (-β * X i ω)) P :=
    Real.measurable_exp.comp_aemeasurable (hX.const_mul (-β))
  rw [memLp_two_iff_integrable_sq hW.aestronglyMeasurable]
  have hsq : ∀ x : ℝ, exp (-β * x) ^ 2 = exp (-2 * β * x) := fun x => by
    rw [← Real.exp_nat_mul]; congr 1; push_cast; ring
  simp only [hsq]
  -- a nonzero integral can only come from an integrable function
  by_contra hn
  have h0 := integral_undef hn
  rw [h.integral_exp] at h0
  exact (exp_pos _).ne' h0
```

Square integrability is what the variance formulas need. The proof rewrites the squared weight as $e^{-2\beta X_i}$, whose integral is positive by the previous theorem. Lean assigns the value zero to the integral of a non-integrable function, so a positive integral implies integrability.

## Mean and relative variance of the average

```lean
variable [IsProbabilityMeasure P]

/-- The exponential average of `N ≥ 1` Gaussian gaps has mean `exp (-β F)` with
`F = m - β σ ^ 2 / 2`. -/
theorem GaussianGaps.mean_expAverage (h : GaussianGaps P X m σ) (hN : 0 < N) (β : ℝ) :
    ∫ ω, expAverage β X ω ∂P = exp (-β * (m - β * σ ^ 2 / 2)) := by
  have hN0 : (N : ℝ) ≠ 0 := by exact_mod_cast hN.ne'
  unfold expAverage
  rw [integral_const_mul, integral_finsetSum _
    (fun i _ => (h.memLp_weight β i).integrable (by norm_num))]
  simp only [h.integral_exp, Finset.sum_const, Finset.card_univ, Fintype.card_fin,
    nsmul_eq_mul]
  rw [inv_mul_cancel_left₀ hN0]
  congr 1
  ring
```

The mean is stated in exponentiated form, for every real `β`. The proof exchanges sum and integral, inserts the moment formula and cancels $N$.

```lean
/-- For `N ≥ 1` independent Gaussian gaps, `N` times the relative variance of the
exponential average equals `exp (β ^ 2 σ ^ 2) - 1`. -/
theorem GaussianGaps.relVariance_expAverage (h : GaussianGaps P X m σ) (hN : 0 < N)
    (β : ℝ) :
    N * relVariance P (expAverage β X) = exp (β ^ 2 * σ ^ 2) - 1 := by
  have hN0 : (N : ℝ) ≠ 0 := by exact_mod_cast hN.ne'
  -- variance of one Boltzmann weight
  have hone : ∀ i, variance (fun ω => exp (-β * X i ω)) P =
      exp (-β * (m - β * σ ^ 2 / 2)) ^ 2 * (exp (β ^ 2 * σ ^ 2) - 1) := fun i => by
    have hsq : ∀ x : ℝ, exp (-β * x) ^ 2 = exp (-2 * β * x) := fun x => by
      rw [← Real.exp_nat_mul]; congr 1; push_cast; ring
    have e1 : exp (m * (-2 * β) + σ ^ 2 * (-2 * β) ^ 2 / 2) =
        exp (-β * (m - β * σ ^ 2 / 2)) ^ 2 * exp (β ^ 2 * σ ^ 2) := by
      rw [← Real.exp_nat_mul, ← Real.exp_add]; congr 1; push_cast; ring
    have e2 : exp (m * -β + σ ^ 2 * (-β) ^ 2 / 2) = exp (-β * (m - β * σ ^ 2 / 2)) := by
      congr 1; ring
    rw [variance_eq_sub (h.memLp_weight β i)]
    simp only [Pi.pow_apply, hsq, h.integral_exp]
    rw [e1, e2, ← hsq (m - β * σ ^ 2 / 2)]
    ring
  -- independence makes the variances add
  have hg : Measurable (fun x : ℝ => exp (-β * x)) := by fun_prop
  have hsum : variance (∑ i, fun ω => exp (-β * X i ω)) P =
      ∑ i, variance (fun ω => exp (-β * X i ω)) P :=
    IndepFun.variance_sum (fun i _ => h.memLp_weight β i)
      (fun i _ j _ hij => (h.indep.indepFun hij).comp hg hg)
  have hA : expAverage β X =
      fun ω => (N : ℝ)⁻¹ * (∑ i, fun ω => exp (-β * X i ω)) ω := by
    funext ω
    simp only [expAverage, Finset.sum_apply]
  have hvar : variance (expAverage β X) P = ((N : ℝ)⁻¹) ^ 2 *
      (N * (exp (-β * (m - β * σ ^ 2 / 2)) ^ 2 * (exp (β ^ 2 * σ ^ 2) - 1))) := by
    rw [hA, variance_const_mul, hsum]
    simp only [hone, Finset.sum_const, Finset.card_univ, Fintype.card_fin, nsmul_eq_mul]
  have hE := (exp_pos (-β * (m - β * σ ^ 2 / 2))).ne'
  rw [relVariance, h.mean_expAverage hN, hvar]
  generalize exp (-β * (m - β * σ ^ 2 / 2)) = E at hE ⊢
  field_simp
```

The relative variance appears multiplied by $N$. In the proof, `hone` is the variance of one weight, with `e1` and `e2` rewriting the second and first moments in terms of $F$. The step `hsum` adds the variances by independence, and `hvar` includes the factor $1/N^2$. The last lines name the mean `E` and cancel its square.

```lean
/-- For `N ≥ 1` independent Gaussian gaps and `δ > 0`, the exponential average has relative
variance at most `δ ^ 2` exactly when `N` is at least `(exp (β ^ 2 σ ^ 2) - 1) / δ ^ 2`. -/
theorem GaussianGaps.sample_size_iff (h : GaussianGaps P X m σ) (hN : 0 < N)
    (β : ℝ) {δ : ℝ} (hδ : 0 < δ) :
    relVariance P (expAverage β X) ≤ δ ^ 2 ↔ (exp (β ^ 2 * σ ^ 2) - 1) / δ ^ 2 ≤ N := by
  have hNpos : (0 : ℝ) < N := by exact_mod_cast hN
  rw [div_le_iff₀ (pow_pos hδ 2), ← h.relVariance_expAverage hN β]
  exact (mul_le_mul_iff_of_pos_left hNpos).symm
```

The equivalence follows by multiplying through by $\delta^2$ and substituting the previous identity, after which the positive factor $N$ cancels.

## Error of the free energy estimate

```lean
/-- For `N ≥ 1` independent Gaussian gaps and `β, t > 0`, this bounds the probability that
the estimated free energy difference misses `m - β σ ^ 2 / 2` by at least `t`. -/
theorem GaussianGaps.freeEnergy_error (h : GaussianGaps P X m σ) (hN : 0 < N)
    {β t : ℝ} (hβ : 0 < β) (ht : 0 < t) :
    P.real {ω | t ≤ |freeEnergyEstimate β X ω - (m - β * σ ^ 2 / 2)|} ≤
      (exp (β ^ 2 * σ ^ 2) - 1) / (N * (1 - exp (-β * t)) ^ 2) := by
  have hNpos : (0 : ℝ) < N := by exact_mod_cast hN
  have hmean := h.mean_expAverage hN β
  have hrel := h.relVariance_expAverage hN β
  rw [relVariance, hmean] at hrel
  set F := m - β * σ ^ 2 / 2
  have hE := exp_pos (-β * F)
  have hq : 0 < 1 - exp (-β * t) := by
    have : exp (-β * t) < 1 := Real.exp_lt_one_iff.mpr (by nlinarith [mul_pos hβ ht])
    linarith
  have hL : MemLp (expAverage β X) 2 P :=
    (memLp_finsetSum Finset.univ (fun i _ => h.memLp_weight β i)).const_mul (N : ℝ)⁻¹
  have hcheb := meas_ge_le_variance_div_sq hL (mul_pos hE hq)
  rw [hmean] at hcheb
  -- a free energy error of at least `t` forces a relative error of at least
  -- `1 - exp (-β t)` in the average
  have hsub : {ω | t ≤ |freeEnergyEstimate β X ω - F|} ⊆
      {ω | exp (-β * F) * (1 - exp (-β * t)) ≤ |expAverage β X ω - exp (-β * F)|} := by
    intro ω hω
    simp only [Set.mem_ofPred_eq] at hω ⊢
    have hApos : 0 < expAverage β X ω :=
      mul_pos (inv_pos.mpr hNpos)
        (Finset.sum_pos (fun i _ => exp_pos _) ⟨⟨0, hN⟩, Finset.mem_univ _⟩)
    have hA : expAverage β X ω = exp (-β * freeEnergyEstimate β X ω) := by
      have : -β * freeEnergyEstimate β X ω = log (expAverage β X ω) := by
        unfold freeEnergyEstimate
        field_simp
      rw [this, Real.exp_log hApos]
    rw [hA]
    rcases le_abs.mp hω with h1 | h1
    · have h2 : exp (-β * freeEnergyEstimate β X ω) ≤ exp (-β * F) * exp (-β * t) := by
        rw [← Real.exp_add]
        exact Real.exp_le_exp.mpr (by nlinarith [mul_le_mul_of_nonneg_left h1 hβ.le])
      exact le_abs.mpr (Or.inr (by linarith))
    · have h2 : exp (-β * F) * exp (β * t) ≤ exp (-β * freeEnergyEstimate β X ω) := by
        rw [← Real.exp_add]
        exact Real.exp_le_exp.mpr (by nlinarith [mul_le_mul_of_nonneg_left h1 hβ.le])
      have h3 : 2 ≤ exp (β * t) + exp (-β * t) := by
        linarith [Real.add_one_le_exp (β * t), Real.add_one_le_exp (-β * t)]
      exact le_abs.mpr (Or.inl (by nlinarith [mul_le_mul_of_nonneg_left h3 hE.le]))
  have hval : variance (expAverage β X) P / (exp (-β * F) * (1 - exp (-β * t))) ^ 2 =
      (exp (β ^ 2 * σ ^ 2) - 1) / (N * (1 - exp (-β * t)) ^ 2) := by
    rw [← hrel, mul_pow, mul_div_mul_left _ _ hNpos.ne', div_div]
  rw [← hval]
  exact ENNReal.toReal_le_of_le_ofReal
    (div_nonneg (variance_nonneg _ _) (sq_nonneg _)) ((measure_mono hsub).trans hcheb)
```

`P.real` is the probability as a real number. The inclusion `hsub` is the two-case argument above: each `h2` bounds $A$ in one case, and `h3` is $e^{\beta t}+e^{-\beta t}\ge2$. Chebyshev's inequality enters as `hcheb`, and `hval` rewrites its right-hand side using the relative variance. When $N$ is small the bound may exceed 1 and then says nothing.

## An explicit Gaussian sample

```lean
/-- The coordinates of a product of `N` Gaussian measures with mean `m` and variance `σ ^ 2`
are independent Gaussian gaps. -/
theorem gaussianGaps_witness (N : ℕ) (m σ : ℝ) :
    GaussianGaps (Measure.pi fun _ : Fin N => gaussianReal m (σ ^ 2).toNNReal)
      (fun i ω => ω i) m σ where
  law i := (measurePreserving_eval (fun _ : Fin N => gaussianReal m (σ ^ 2).toNNReal) i).map_eq
  indep := iIndepFun_pi (X := fun (_ : Fin N) (x : ℝ) => x) (fun _ => aemeasurable_id)

end

end QMMMFreeEnergySampling
```

The product of $N$ Gaussian measures, with its coordinates as gaps, satisfies `GaussianGaps` for every `N`, `m` and `σ`.

```lean
#print axioms QMMMFreeEnergySampling.GaussianGaps.sample_size_iff
-- 'QMMMFreeEnergySampling.GaussianGaps.sample_size_iff' depends on axioms: [propext, Classical.choice, Quot.sound]
#print axioms QMMMFreeEnergySampling.GaussianGaps.freeEnergy_error
-- 'QMMMFreeEnergySampling.GaussianGaps.freeEnergy_error' depends on axioms: [propext, Classical.choice, Quot.sound]
```
